# For \(0<g<\pi\), the XXZ scattering kernel integrates to \(1-2g/\pi\) and yields the zero-field Luttinger parameter

Take the kernel \(K(l)=1/(\pi\cosh 2l)\), which describes two-body scattering in the XXZ spin chain at anisotropy \(\Delta=\cos g=1/\sqrt2\), that is \(g=\pi/4\), with \(l\) the rapidity difference. The phase \(\Theta(l)=2\arctan(\tanh l)\) has derivative

\[
\Theta'(l)=\frac{2}{\cosh^2 l+\sinh^2 l}=\frac{2}{\cosh 2l}=2\pi K(l),
\]

and it rises from \(-\pi/2\) to \(\pi/2\). Hence \(2\pi\int K=\pi\), so the integral is \(1/2\), and \(1/(1+\tfrac12)=2/3\) is the Luttinger parameter at zero field, in the convention where \(\Delta>0\) is antiferromagnetic and free fermions have parameter \(1\). The integral needs only the two end values of the phase.

## From the phase to the integral

Let \(\Delta=\cos g\) with \(0<g<\pi\), so that \(-1<\Delta<1\) and the chain is gapless at zero field. The Heisenberg point \(\Delta=1\) is gapless too, but it is left out because the kernel below degenerates at \(g=0\). Set

\[
K(l)=\frac{\sin 2g}{\pi(\cosh 2l-\cos 2g)},\qquad
\Theta(l)=2\arctan(\cot g\,\tanh l).
\]

Since \(\cosh 2l=1+2\sinh^2 l\) and \(\cos 2g=1-2\sin^2 g\), the bracket equals \(2(\sinh^2 l+\sin^2 g)\), which is positive. Differentiating the phase and multiplying numerator and denominator by \(\sin^2 g\cosh^2 l\) gives

\[
\Theta'(l)=\frac{2\cot g/\cosh^2 l}{1+\cot^2 g\tanh^2 l}
=\frac{2\sin g\cos g}{\sin^2 g\cosh^2 l+\cos^2 g\sinh^2 l}
=\frac{\sin 2g}{\sinh^2 l+\sin^2 g}=2\pi K(l).
\]

As \(l\to\pm\infty\), \(\tanh l\to\pm1\). Because \(\cot g=\tan(\pi/2-g)\) and \(\pi/2-g\) lies in \((-\pi/2,\pi/2)\), the phase tends to \(\pm(\pi-2g)\).

For integrability, \(\sinh^2 l\ge l^2\) and \(\sin^2 g\le1\) give \(\sinh^2 l+\sin^2 g\ge\sin^2 g\,(1+l^2)\), hence

\[
|K(l)|\le\frac{|\sin 2g|}{2\pi\sin^2 g}\,\frac1{1+l^2}.
\]

The fundamental theorem of calculus now gives \(2\pi I=2(\pi-2g)\) for \(I=\int K\), so

\[
I=1-\frac{2g}{\pi},\qquad \frac1{1+I}=\frac{\pi}{2(\pi-g)}.
\]

The last expression is the closed form \(\pi/(2(\pi-\arccos\Delta))\) at \(\Delta=\cos g\). Its denominator is positive and decreases with \(g\), so the parameter increases strictly; at \(g=\pi/2\) it is \(1\), the free-fermion value.

In the ground state at zero field the rapidities fill the whole line, and the dressed charge \(\xi\) obeys \(\xi(l)+\int K(l-m)\,\xi(m)\,dm=1\). For a constant \(\xi=c\), the substitution \(m\mapsto l-m\) turns this into \(c(1+I)=1\), so \(c\) is the Luttinger parameter.

## Numbers at \(\Delta=\pm\tfrac12\)

For \(\Delta=\tfrac12\), \(g=\pi/3\) and \(\cot g=1/\sqrt3\). The phase runs from \(-\pi/3\) to \(\pi/3\), so \(I=(2\pi/3)/(2\pi)=1/3\) and the parameter is \(3/4\). For \(\Delta=-\tfrac12\), \(g=2\pi/3\), the phase falls by the same amount, \(I=-1/3\), and the parameter is \(3/2\).

## The model in Lean

```lean
import Mathlib

open MeasureTheory Filter Topology
open scoped Real

namespace XXZScatteringKernel

noncomputable section
```

The kernel is a real function of `g` and `l`, given by its explicit formula.

```lean
/-- The scattering kernel of the XXZ chain at anisotropy `cos g`, for `0 < g < π`, as a function
of the rapidity difference `l`. -/
def kernel (g l : ℝ) : ℝ :=
  Real.sin (2 * g) / (π * (Real.cosh (2 * l) - Real.cos (2 * g)))
```

The phase is defined separately, with the cotangent written as a quotient. Its relation to the kernel is a theorem.

```lean
/-- The two-body scattering phase `2 arctan (cot g tanh l)`, for `0 < g < π`. -/
def phase (g l : ℝ) : ℝ :=
  2 * Real.arctan (Real.cos g / Real.sin g * Real.tanh l)
```

The Luttinger parameter is defined from \(\Delta\) alone, without reference to the kernel. The convention is that of the Hamiltonian \(J\sum_j(S^x_jS^x_{j+1}+S^y_jS^y_{j+1}+\Delta S^z_jS^z_{j+1})\) with \(J>0\), and free fermions have parameter \(1\). Neither this closed form nor the scattering phase is derived from the Hamiltonian here; both are inputs from the Bethe ansatz.

```lean
/-- The closed form of the Luttinger parameter of the XXZ chain at anisotropy `Δ`,
for `-1 < Δ ≤ 1`. -/
def luttingerParameter (Δ : ℝ) : ℝ := π / (2 * (π - Real.arccos Δ))
```

The predicate `IsDressedCharge g ξ` states the integral equation at every real `l`. Integration over the whole line encodes zero field in the infinite chain. A finite Fermi boundary, as in a nonzero field, is a different problem: there the Luttinger parameter is the square of the dressed charge at the boundary, not the dressed charge itself. That case is not treated here.

```lean
/-- The dressed-charge equation at zero field, where the rapidities fill the whole real line. -/
def IsDressedCharge (g : ℝ) (ξ : ℝ → ℝ) : Prop :=
  ∀ l, ξ l + ∫ m, kernel g (l - m) * ξ m = 1
```

## Kernel, phase and integral in Lean

The first lemma is the double-angle identity for the denominator. `linear_combination` assembles it from \(\cosh^2 l=\sinh^2 l+1\) and \(\sin^2 g+\cos^2 g=1\).

```lean
/-- The denominator of the kernel, up to the factor `π`, is twice a sum of two squares. -/
theorem cosh_sub_cos (g l : ℝ) :
    Real.cosh (2 * l) - Real.cos (2 * g) = 2 * (Real.sinh l ^ 2 + Real.sin g ^ 2) := by
  rw [Real.cosh_two_mul, Real.cos_two_mul]
  linear_combination Real.cosh_sq l - 2 * Real.sin_sq_add_cos_sq g
```

Next comes \(\Theta'=2\pi K\). The proof obtains the derivative of `tanh` from the quotient rule, applies the chain rule for `arctan`, and uses `key` to put \(1+\cot^2 g\tanh^2 l\) over a common denominator.

```lean
/-- For `0 < g < π`, the derivative of the scattering phase is `2π` times the kernel. -/
theorem hasDerivAt_phase {g : ℝ} (h0 : 0 < g) (hπ : g < π) (l : ℝ) :
    HasDerivAt (phase g) (2 * π * kernel g l) l := by
  have hs := Real.sin_pos_of_pos_of_lt_pi h0 hπ
  have hc := Real.cosh_pos l
  have ht : HasDerivAt Real.tanh (1 / Real.cosh l ^ 2) l := by
    have h := (Real.hasDerivAt_sinh l).fun_div (Real.hasDerivAt_cosh l) hc.ne'
    have e : Real.tanh = fun x => Real.sinh x / Real.cosh x :=
      funext Real.tanh_eq_sinh_div_cosh
    rw [e]
    refine h.congr_deriv ?_
    congr 1
    linear_combination Real.cosh_sq l
  have h := ((ht.const_mul (Real.cos g / Real.sin g)).arctan).const_mul 2
  refine h.congr_deriv ?_
  have key : 1 + (Real.cos g / Real.sin g * (Real.sinh l / Real.cosh l)) ^ 2
      = (Real.sinh l ^ 2 + Real.sin g ^ 2) / (Real.sin g ^ 2 * Real.cosh l ^ 2) := by
    field_simp
    linear_combination Real.sin g ^ 2 * Real.cosh_sq l
      + Real.sinh l ^ 2 * Real.sin_sq_add_cos_sq g
  have hD : Real.sinh l ^ 2 + Real.sin g ^ 2 ≠ 0 := by positivity
  unfold kernel
  rw [Real.tanh_eq_sinh_div_cosh, key, cosh_sub_cos, Real.sin_two_mul]
  generalize Real.sinh l ^ 2 + Real.sin g ^ 2 = D at hD ⊢
  field_simp
```

For the limits, `tanh` is written as \(1-2/(e^{2x}+1)\), which tends to \(1\). The step `ha` evaluates the arctangent of \(\cot g\), and the limit at \(-\infty\) follows because the phase is odd.

```lean
/-- For `0 < g < π`, the scattering phase tends to `π - 2g` at large positive rapidity and to
`-(π - 2g)` at large negative rapidity. -/
theorem tendsto_phase {g : ℝ} (h0 : 0 < g) (hπ : g < π) :
    Tendsto (phase g) atTop (𝓝 (π - 2 * g)) ∧
      Tendsto (phase g) atBot (𝓝 (-(π - 2 * g))) := by
  have e : ∀ x : ℝ, 1 - 2 / (Real.exp (2 * x) + 1) = Real.tanh x := by
    intro x
    rw [Real.tanh_eq_sinh_div_cosh, Real.sinh_eq, Real.cosh_eq, Real.exp_neg, two_mul,
      Real.exp_add]
    have hE := Real.exp_pos x
    generalize Real.exp x = E at hE ⊢
    field_simp
    ring
  have h1 : Tendsto (fun x : ℝ => Real.exp (2 * x) + 1) atTop atTop :=
    tendsto_atTop_add_const_right _ _
      (Real.tendsto_exp_atTop.comp (tendsto_id.const_mul_atTop two_pos))
  have h2 : Tendsto (fun x : ℝ => 1 - 2 / (Real.exp (2 * x) + 1)) atTop (𝓝 (1 - 0)) :=
    tendsto_const_nhds.sub (h1.const_div_atTop 2)
  have ht : Tendsto Real.tanh atTop (𝓝 (1 - 0)) := h2.congr e
  -- the cotangent of `g` is the tangent of `π / 2 - g`
  have ha : Real.arctan (Real.cos g / Real.sin g) = π / 2 - g := by
    rw [← Real.sin_pi_div_two_sub, ← Real.cos_pi_div_two_sub g, ← Real.tan_eq_sin_div_cos]
    exact Real.arctan_tan (by linarith) (by linarith)
  have top : Tendsto (phase g) atTop (𝓝 (π - 2 * g)) := by
    have h := ((Real.continuous_arctan.tendsto _).comp
      (ht.const_mul (Real.cos g / Real.sin g))).const_mul 2
    rw [sub_zero, mul_one, ha, show 2 * (π / 2 - g) = π - 2 * g by ring] at h
    exact h
  refine ⟨top, (top.comp tendsto_neg_atBot_atTop).neg.congr fun x => ?_⟩
  simp [phase, Real.tanh_neg, Real.arctan_neg]
```

Integrability is the Lorentzian comparison: `hl` is \(l^2\le\sinh^2 l\), `hb` is the lower bound on the denominator, and `mono'` transfers integrability from the Lorentzian to the continuous kernel.

```lean
/-- For `0 < g < π`, the scattering kernel is integrable over the real line. -/
theorem integrable_kernel {g : ℝ} (h0 : 0 < g) (hπ : g < π) : Integrable (kernel g) := by
  have hs := Real.sin_pos_of_pos_of_lt_pi h0 hπ
  have hp := Real.pi_pos
  have hD : ∀ l, 0 < π * (Real.cosh (2 * l) - Real.cos (2 * g)) := by
    intro l
    rw [cosh_sub_cos]
    positivity
  have hcont : Continuous (kernel g) :=
    continuous_const.div (continuous_const.mul
      ((Real.continuous_cosh.comp (continuous_const.mul continuous_id)).sub continuous_const))
      fun l => (hD l).ne'
  -- compare with a Lorentzian
  refine (integrable_inv_one_add_sq.const_mul
    (|Real.sin (2 * g)| / (2 * π * Real.sin g ^ 2))).mono' hcont.aestronglyMeasurable
    (Eventually.of_forall fun l => ?_)
  have hl : l ^ 2 ≤ Real.sinh l ^ 2 := by
    rcases le_total 0 l with h | h
    · nlinarith [Real.self_le_sinh_iff.2 h]
    · nlinarith [Real.sinh_le_self_iff.2 h]
  have hb : Real.sin g ^ 2 * (1 + l ^ 2) ≤ Real.sinh l ^ 2 + Real.sin g ^ 2 := by
    nlinarith [mul_nonneg (sq_nonneg l) (sub_nonneg.2 (Real.sin_sq_le_one g))]
  rw [Real.norm_eq_abs, kernel, abs_div, abs_of_pos (hD l), cosh_sub_cos,
    ← div_eq_mul_inv, div_div]
  refine div_le_div_of_nonneg_left (abs_nonneg _) (by positivity) ?_
  nlinarith [mul_le_mul_of_nonneg_left hb hp.le]
```

The three preceding results are exactly what the fundamental theorem on the line requires. Dividing by \(2\pi\) gives the integral.

```lean
/-- For `0 < g < π`, the integral of the scattering kernel over the real line is `1 - 2g/π`. -/
theorem integral_kernel {g : ℝ} (h0 : 0 < g) (hπ : g < π) :
    ∫ l, kernel g l = 1 - 2 * g / π := by
  have h := integral_of_hasDerivAt_of_tendsto (hasDerivAt_phase h0 hπ)
    ((integrable_kernel h0 hπ).const_mul (2 * π)) (tendsto_phase h0 hπ).2 (tendsto_phase h0 hπ).1
  rw [integral_const_mul] at h
  have e : 1 - 2 * g / π = (π - 2 * g) / π := by
    rw [sub_div, div_self Real.pi_ne_zero]
  rw [e, eq_div_iff Real.pi_ne_zero]
  linarith
```

## The Luttinger parameter and the constant dressed charge

The next theorem says that \(1/(1+I)\) equals the independently defined parameter at \(\cos g\), and that this parameter is \(\pi/(2(\pi-g))\). In the second equality the range of \(g\) enters through `Real.arccos_cos`, which gives \(\arccos(\cos g)=g\).

```lean
/-- For `0 < g < π`, the inverse of one plus the integrated kernel is the Luttinger parameter at
anisotropy `cos g`, and both equal `π / (2 (π - g))`. -/
theorem luttinger_from_kernel {g : ℝ} (h0 : 0 < g) (hπ : g < π) :
    1 / (1 + ∫ l, kernel g l) = luttingerParameter (Real.cos g) ∧
      luttingerParameter (Real.cos g) = π / (2 * (π - g)) := by
  have hL : luttingerParameter (Real.cos g) = π / (2 * (π - g)) := by
    rw [luttingerParameter, Real.arccos_cos h0.le hπ.le]
  have e : 1 + (1 - 2 * g / π) = 2 * (π - g) / π := by
    rw [eq_div_iff Real.pi_ne_zero, add_mul, sub_mul, div_mul_cancel₀ _ Real.pi_ne_zero]
    ring
  exact ⟨by rw [hL, integral_kernel h0 hπ, e, one_div_div], hL⟩
```

Strict monotonicity is stated on the open interval `Set.Ioo 0 π`, together with the value at \(\pi/2\). The proof compares two fractions with numerator \(\pi\).

```lean
/-- The Luttinger parameter at anisotropy `cos g` increases strictly with `g` on `0 < g < π`,
and it equals one at `g = π/2`. -/
theorem luttinger_strictMono :
    StrictMonoOn (fun g => luttingerParameter (Real.cos g)) (Set.Ioo 0 π) ∧
      luttingerParameter (Real.cos (π / 2)) = 1 := by
  have hp := Real.pi_pos
  constructor
  · intro a ha b hb hab
    change luttingerParameter (Real.cos a) < luttingerParameter (Real.cos b)
    rw [(luttinger_from_kernel ha.1 ha.2).2, (luttinger_from_kernel hb.1 hb.2).2]
    exact div_lt_div_of_pos_left hp (by linarith [hb.2]) (by linarith)
  · rw [(luttinger_from_kernel (by linarith) (by linarith)).2,
      show 2 * (π - π / 2) = π by ring, div_self hp.ne']
```

The last theorem is an equivalence: a constant `c` solves the dressed-charge equation if and only if it is the Luttinger parameter. In the proof, `e` reduces the left side to \(c(1+I)\) for every `l`; the forward direction then reads the equation at \(l=0\). Non-constant solutions are neither constructed nor excluded.

```lean
/-- For `0 < g < π`, a constant solves the zero-field dressed-charge equation exactly when it is
the Luttinger parameter at anisotropy `cos g`. -/
theorem dressedCharge_const_iff {g : ℝ} (h0 : 0 < g) (hπ : g < π) (c : ℝ) :
    IsDressedCharge g (fun _ => c) ↔ c = luttingerParameter (Real.cos g) := by
  have hq : 2 * g / π < 2 := by
    rw [div_lt_iff₀ Real.pi_pos]
    linarith
  -- on constants the integral equation is multiplication by one plus the integrated kernel
  have e : ∀ l, c + ∫ m, kernel g (l - m) * c = c * (1 + (1 - 2 * g / π)) := by
    intro l
    rw [integral_mul_const, (integral_sub_left_eq_self (kernel g) volume l).trans
      (integral_kernel h0 hπ)]
    ring
  rw [← (luttinger_from_kernel h0 hπ).1, integral_kernel h0 hπ,
    eq_div_iff (by linarith : (0 : ℝ) < 1 + (1 - 2 * g / π)).ne']
  exact ⟨fun h => (e 0).symm.trans (h 0), fun h l => (e l).trans h⟩

end

end XXZScatteringKernel
```

```lean
#print axioms XXZScatteringKernel.luttinger_from_kernel
-- 'XXZScatteringKernel.luttinger_from_kernel' depends on axioms: [propext, Classical.choice, Quot.sound]
#print axioms XXZScatteringKernel.luttinger_strictMono
-- 'XXZScatteringKernel.luttinger_strictMono' depends on axioms: [propext, Classical.choice, Quot.sound]
#print axioms XXZScatteringKernel.dressedCharge_const_iff
-- 'XXZScatteringKernel.dressedCharge_const_iff' depends on axioms: [propext, Classical.choice, Quot.sound]
```

The Luttinger parameter sets the power laws of correlations in the gapless chain, so for the infinite chain at zero field the closed form gives a reference value for numerical estimates.
